# The characteristic polynomial of the free Dirac Hamiltonian at fixed momentum is (X² − E²)²

The theorem `diracH_charpoly` concerns a single free Dirac particle with real mass parameter m and fixed real momentum p, in units where c = ħ = 1. Its Hamiltonian is the 4×4 complex matrix with diagonal blocks m and −m and with σ·p in both off-diagonal blocks. The claim is that the characteristic polynomial of this matrix is (X² − E²)², where E = √(p² + m²). The proof writes X − H out in four rows, applies a determinant formula for matrices of that shape, replaces E² by an expression in m and p, and leaves the remaining polynomial identity to `ring`.

In Lean, a first try:

```lean
import Mathlib

open Matrix Polynomial

namespace DiracHCharpoly

noncomputable section

/-- The matrix `σ·p` of the Pauli matrices contracted with a real momentum `p`. -/
def sigmaDot (p : Fin 3 → ℝ) : Matrix (Fin 2) (Fin 2) ℂ :=
  !![(p 2 : ℂ), (p 0 : ℂ) - Complex.I * (p 1 : ℂ);
     (p 0 : ℂ) + Complex.I * (p 1 : ℂ), -(p 2 : ℂ)]

/-- The relativistic energy `E = √(p² + m²)`. -/
def energy (m : ℝ) (p : Fin 3 → ℝ) : ℝ :=
  Real.sqrt (p 0 ^ 2 + p 1 ^ 2 + p 2 ^ 2 + m ^ 2)

/-- The free Dirac Hamiltonian at momentum `p`, in two-by-two blocks. -/
def diracH (m : ℝ) (p : Fin 3 → ℝ) : Matrix (Fin 2 ⊕ Fin 2) (Fin 2 ⊕ Fin 2) ℂ :=
  Matrix.fromBlocks ((m : ℂ) • 1) (sigmaDot p) (sigmaDot p) (-((m : ℂ) • 1))

/-- The energy-momentum relation `E² = p² + m²`. -/
theorem energy_sq (m : ℝ) (p : Fin 3 → ℝ) :
    (energy m p : ℂ) ^ 2 = (p 0 : ℂ) ^ 2 + (p 1 : ℂ) ^ 2 + (p 2 : ℂ) ^ 2 + (m : ℂ) ^ 2 := by
  have h : energy m p ^ 2 = p 0 ^ 2 + p 1 ^ 2 + p 2 ^ 2 + m ^ 2 :=
    Real.sq_sqrt (by positivity)
  exact_mod_cast h

/-- The characteristic polynomial of the free Dirac Hamiltonian is `(X² - E²)²`. -/
theorem diracH_charpoly (m : ℝ) (p : Fin 3 → ℝ) :
    (diracH m p).charpoly = (X ^ 2 - C ((energy m p : ℂ) ^ 2)) ^ 2 := by
  -- the matrix `X - H`, written out in four rows
  have hM : (diracH m p).charmatrix.submatrix finSumFinEquiv.symm finSumFinEquiv.symm =
      !![X - C (m : ℂ), 0, -C (p 2 : ℂ), -C ((p 0 : ℂ) - Complex.I * (p 1 : ℂ));
         0, X - C (m : ℂ), -C ((p 0 : ℂ) + Complex.I * (p 1 : ℂ)), C (p 2 : ℂ);
         -C (p 2 : ℂ), -C ((p 0 : ℂ) - Complex.I * (p 1 : ℂ)), X + C (m : ℂ), 0;
         -C ((p 0 : ℂ) + Complex.I * (p 1 : ℂ)), C (p 2 : ℂ), 0, X + C (m : ℂ)] := by
    have e0 : finSumFinEquiv.symm (0 : Fin (2 + 2)) = Sum.inl (0 : Fin 2) := rfl
    have e1 : finSumFinEquiv.symm (1 : Fin (2 + 2)) = Sum.inl (1 : Fin 2) := rfl
    have e2 : finSumFinEquiv.symm (2 : Fin (2 + 2)) = Sum.inr (0 : Fin 2) := rfl
    have e3 : finSumFinEquiv.symm (3 : Fin (2 + 2)) = Sum.inr (1 : Fin 2) := rfl
    ext1 i j
    fin_cases i <;> fin_cases j <;>
      simp [e0, e1, e2, e3, Matrix.charmatrix_apply, diracH, sigmaDot]
  -- the determinant of such a matrix over any commutative ring
  have hdet : ∀ a d s t u : ℂ[X],
      Matrix.det !![a, 0, -s, -t; 0, a, -u, s; -s, -t, d, 0; -u, s, 0, d] =
        (a * d - (s ^ 2 + t * u)) ^ 2 := by
    intro a d s t u
    simp [Matrix.det_succ_row_zero, Fin.sum_univ_succ, Fin.succAbove]
    ring
  have hE : (energy m p : ℂ) ^ 2 = (m : ℂ) ^ 2 + ((p 2 : ℂ) ^ 2 +
      ((p 0 : ℂ) - Complex.I * (p 1 : ℂ)) * ((p 0 : ℂ) + Complex.I * (p 1 : ℂ))) := by
    rw [energy_sq]
    linear_combination (p 1 : ℂ) ^ 2 * Complex.I_sq
  rw [Matrix.charpoly, ← Matrix.det_submatrix_equiv_self finSumFinEquiv.symm, hM, hdet, hE,
    C_add, C_add, C_mul, C_pow, C_pow]
  ring

end

end DiracHCharpoly
```

The compiler's answer:

```
Main.lean:57:32: error: Tactic `rewrite` failed: Did not find an occurrence of the pattern
  C (?m.3037 ^ ?m.3038)
in the target expression
  ((X - C ↑m) * (X + C ↑m) - (C ↑(p 2) ^ 2 + C (↑(p 0) - Complex.I * ↑(p 1)) * (C ↑(p 0) + C Complex.I * C ↑(p 1)))) ^
      2 =
    (X ^ 2 - (C ↑m ^ 2 + C (↑(p 2) ^ 2 + (↑(p 0) - Complex.I * ↑(p 1)) * (↑(p 0) + Complex.I * ↑(p 1))))) ^ 2

m : ℝ
p : Fin 3 → ℝ
hM :
  (diracH m p).charmatrix.submatrix ⇑finSumFinEquiv.symm ⇑finSumFinEquiv.symm =
    !![X - C ↑m, 0, -C ↑(p 2), -C (↑(p 0) - Complex.I * ↑(p 1));
      0, X - C ↑m, -C (↑(p 0) + Complex.I * ↑(p 1)), C ↑(p 2);
      -C ↑(p 2), -C (↑(p 0) - Complex.I * ↑(p 1)), X + C ↑m, 0;
      -C (↑(p 0) + Complex.I * ↑(p 1)), C ↑(p 2), 0, X + C ↑m]
hdet :
  ∀ (a d s t u : ℂ[X]), !![a, 0, -s, -t; 0, a, -u, s; -s, -t, d, 0; -u, s, 0, d].det = (a * d - (s ^ 2 + t * u)) ^ 2
hE : ↑(energy m p) ^ 2 = ↑m ^ 2 + (↑(p 2) ^ 2 + (↑(p 0) - Complex.I * ↑(p 1)) * (↑(p 0) + Complex.I * ↑(p 1)))
⊢ ((X - C ↑m) * (X + C ↑m) - (C ↑(p 2) ^ 2 + C (↑(p 0) - Complex.I * ↑(p 1)) * (C ↑(p 0) + C Complex.I * C ↑(p 1)))) ^
      2 =
    (X ^ 2 - (C ↑m ^ 2 + C (↑(p 2) ^ 2 + (↑(p 0) - Complex.I * ↑(p 1)) * (↑(p 0) + Complex.I * ↑(p 1))))) ^ 2
Main.lean:44:28: warning: This simp argument is unused:
  Matrix.charmatrix_apply

Hint: Omit it from the simp argument list.
  [apply] simp [e0, e1, e2, e3, diracH, sigmaDot]

Note: This linter can be disabled with `set_option linter.unusedSimpArgs false`
```

Diagnosis. The error is at the second `C_pow` of the last `rw`, which finds no term of the form `C (_ ^ _)`. The two `C_add` steps had split `C (↑(p 0) + Complex.I * ↑(p 1))` on the left and only the outer sum of E² on the right. The inner sum, `C (↑(p 2) ^ 2 + …)`, was still whole. `C_mul` then went to the product `Complex.I * ↑(p 1)` on the left, and the first `C_pow` to the square of m. The other square, that of `p 2`, was still inside the unsplit sum, where `C_pow` does not match.

The repair ends the `rw` at `hE` and passes the constants to `simp only [C_add, C_sub, C_mul, C_pow]`. This applies the rules repeatedly wherever they fit, so `C` is distributed through the sums, differences, products and powers on both sides, and `ring` can close the goal.

The other changes are tidying. `Matrix.charmatrix_apply` is dropped because the warning reports it unused, and the comment on `hdet` now names `ℂ[X]`, the ring it is stated for.

After these edits no error is left:

```diff
@@ -42,6 +42,6 @@
     ext1 i j
     fin_cases i <;> fin_cases j <;>
-      simp [e0, e1, e2, e3, Matrix.charmatrix_apply, diracH, sigmaDot]
-  -- the determinant of such a matrix over any commutative ring
+      simp [e0, e1, e2, e3, diracH, sigmaDot]
+  -- the determinant of any matrix of this shape with entries in `ℂ[X]`
   have hdet : ∀ a d s t u : ℂ[X],
       Matrix.det !![a, 0, -s, -t; 0, a, -u, s; -s, -t, d, 0; -u, s, 0, d] =
@@ -54,6 +54,6 @@
     rw [energy_sq]
     linear_combination (p 1 : ℂ) ^ 2 * Complex.I_sq
-  rw [Matrix.charpoly, ← Matrix.det_submatrix_equiv_self finSumFinEquiv.symm, hM, hdet, hE,
-    C_add, C_add, C_mul, C_pow, C_pow]
+  rw [Matrix.charpoly, ← Matrix.det_submatrix_equiv_self finSumFinEquiv.symm, hM, hdet, hE]
+  simp only [C_add, C_sub, C_mul, C_pow]
   ring
 
```
